# Radial relaxation in a two-function p shell changes the spin-orbit splitting by \(3v^2t^2/d\) at second order

The p3/2 and p1/2 levels could be found in the full space of orbital, spin and radial functions, or separately for each \(j\). Here the angular part is reduced in advance to the eigenvalue of \(\mathbf l\cdot\mathbf s\), so that each level comes from a 2 by 2 radial Hamiltonian and only the coupling strength depends on \(j\).

## The splitting by hand

Take two orthonormal p radial functions from a spin-free calculation, a reference function at energy \(0\) and a second one at energy \(d>0\). Let \(w\) and \(u\) be the diagonal matrix elements of the radial spin-orbit operator in these functions, and \(v\) the off-diagonal one, all real. At coupling strength \(t\) the Hamiltonian is

\[
H(t)=\begin{pmatrix} tw & tv\\ tv & d+tu\end{pmatrix}.
\]

Let \(e(t)\) be its lower eigenvalue. The spin-orbit operator is \(2t\,\xi(r)\,\mathbf l\cdot\mathbf s\), where \(\xi(r)\) is the radial operator with matrix elements \(w\), \(v\) and \(u\), so \(t=\tfrac12\) gives the usual form \(\xi(r)\,\mathbf l\cdot\mathbf s\). A level with total angular momentum \(j\) feels the strength \(2t\,\langle\mathbf l\cdot\mathbf s\rangle\). Since \(\mathbf l\cdot\mathbf s\) is \(1/2\) for p3/2 and \(-1\) for p1/2, the levels are \(e(t)\) and \(e(-2t)\). The claim is

\[
\lim_{t\to0}\frac{e(t)-e(-2t)-3tw}{t^2}=\frac{3v^2}{d}.
\]

The eigenvalues solve \((tw-E)(d+tu-E)=(tv)^2\). Write \(g(t)=d+t(u-w)\) for the difference of the diagonal energies, and \(s(t)=tw-e(t)\) for the relaxation energy. The lower root gives

\[
s(t)=\tfrac12\Bigl(-g(t)+\sqrt{g(t)^2+4t^2v^2}\Bigr),\qquad s(t)\,\bigl(s(t)+g(t)\bigr)=t^2v^2.
\]

Both factors are nonnegative, because the root is at least \(|g(t)|\). As \(t\to0\), \(s(t)\to0\) and \(g(t)\to d\), hence

\[
\frac{s(t)}{t^2}=\frac{v^2}{s(t)+g(t)}\to\frac{v^2}{d}.
\]

The splitting is \(e(t)-e(-2t)=3tw+s(-2t)-s(t)\). Since \(s(-2t)/t^2\to4v^2/d\), the limit is \(4v^2/d-v^2/d\).

For a statement at finite coupling, put \(s=s(t)\) and \(r=s(-2t)\). Subtracting \(s\,(s+g(-2t))\) from \(r\,(r+g(-2t))=4t^2v^2=4s\,(s+g(t))\) gives

\[
(r-s)\bigl(r+s+g(-2t)\bigr)=3s\bigl(s+d+2t(u-w)\bigr).
\]

If \(t\) and \(v\) are nonzero, then \(s>0\). If also \(d+2t(u-w)\ge0\), the right side is positive. The second factor on the left is positive too, so \(r>s\) and the splitting exceeds \(3tw\). For \(tw>0\) this is an enlargement of the first-order splitting.

## The Hamiltonian and its levels in Lean

```lean
import Mathlib

open Filter Topology Matrix

namespace SpinOrbitRadialRelaxation

noncomputable section
```

The matrix `radialH` is \(H(t)\), with `Fin 2` labelling the two radial functions.

```lean
/-- Hamiltonian of two radial functions at energies `0` and `d`, with a spin-orbit coupling of
strength `t` and radial matrix elements `w`, `v`, `u`. -/
def radialH (d w v u t : ℝ) : Matrix (Fin 2) (Fin 2) ℝ :=
  !![t * w, t * v; t * v, d + t * u]
```

The lower level is defined by its closed formula, and the relaxation energy \(s(t)\) by subtraction.

```lean
/-- Closed formula for the lower level of the two-function Hamiltonian. -/
def lowerLevel (d w v u t : ℝ) : ℝ :=
  (t * w + (d + t * u) - √((d + t * u - t * w) ^ 2 + 4 * (t * v) ^ 2)) / 2

/-- Radial relaxation energy: the first-order energy `t w` minus the lower level. -/
def relaxation (d w v u t : ℝ) : ℝ := t * w - lowerLevel d w v u t
```

The angular momentum enters through \(\mathbf l\cdot\mathbf s=\tfrac12[j(j+1)-l(l+1)-\tfrac34]\). The definition of `pSplitting` fixes the order as p3/2 minus p1/2.

```lean
/-- Value of `l·s` for orbital momentum `l`, spin one half and total momentum `j`. -/
def lsValue (l j : ℝ) : ℝ := (j * (j + 1) - l * (l + 1) - 3 / 4) / 2

/-- Splitting between the p3/2 and p1/2 lower levels, where each level feels the coupling
strength `2 t` times its value of `l·s`. -/
def pSplitting (d w v u t : ℝ) : ℝ :=
  lowerLevel d w v u (2 * t * lsValue 1 (3 / 2)) - lowerLevel d w v u (2 * t * lsValue 1 (1 / 2))
```

An eigenvalue is a number \(E\) with a nonzero real vector \(x\) satisfying \(Hx=Ex\). The proof rewrites this as \((H-E)x=0\), which has a nonzero solution exactly when the determinant vanishes.

```lean
/-- A number `E` is an eigenvalue of the Hamiltonian exactly when it solves the secular
equation. -/
theorem eigenvalue_iff (d w v u t E : ℝ) :
    (∃ x : Fin 2 → ℝ, x ≠ 0 ∧ radialH d w v u t *ᵥ x = E • x) ↔
      (t * w - E) * (d + t * u - E) = (t * v) ^ 2 := by
  have key : ∀ x : Fin 2 → ℝ, radialH d w v u t *ᵥ x = E • x ↔
      !![t * w - E, t * v; t * v, d + t * u - E] *ᵥ x = 0 := by
    intro x
    constructor
    · intro h
      have h0 := congrFun h 0
      have h1 := congrFun h 1
      simp [radialH, Matrix.mulVec, dotProduct, Fin.sum_univ_two] at h0 h1
      ext i
      fin_cases i <;> simp [Matrix.mulVec, dotProduct, Fin.sum_univ_two] <;> linarith
    · intro h
      have h0 := congrFun h 0
      have h1 := congrFun h 1
      simp [Matrix.mulVec, dotProduct, Fin.sum_univ_two] at h0 h1
      ext i
      fin_cases i <;> simp [radialH, Matrix.mulVec, dotProduct, Fin.sum_univ_two] <;> linarith
  simp only [key]
  rw [Matrix.exists_mulVec_eq_zero_iff, Matrix.det_fin_two_of]
  constructor <;> intro h <;> linear_combination h
```

The closed formula is now shown to be the least eigenvalue, for all real parameters. It satisfies the secular equation. For any other eigenvalue \(E\), the square of trace minus \(2E\) equals the discriminant, so \(E\) cannot lie below the formula.

```lean
/-- The closed formula gives the least eigenvalue of the Hamiltonian. -/
theorem lowerLevel_isLeast (d w v u t : ℝ) :
    IsLeast {E : ℝ | ∃ x : Fin 2 → ℝ, x ≠ 0 ∧ radialH d w v u t *ᵥ x = E • x}
      (lowerLevel d w v u t) := by
  constructor
  · refine (eigenvalue_iff d w v u t _).2 ?_
    have hR := Real.sq_sqrt
      (show 0 ≤ (d + t * u - t * w) ^ 2 + 4 * (t * v) ^ 2 by positivity)
    unfold lowerLevel
    linear_combination hR / 4
  · intro E hE
    have h := (eigenvalue_iff d w v u t E).1 hE
    -- the discriminant is the square of twice the distance of `E` from the mean energy
    have hsq : (t * w + (d + t * u) - 2 * E) ^ 2 ≤
        (d + t * u - t * w) ^ 2 + 4 * (t * v) ^ 2 := by
      apply le_of_eq
      linear_combination 4 * h
    have hb := (le_abs_self _).trans (Real.abs_le_sqrt hsq)
    unfold lowerLevel
    linarith
```

## Relaxation at weak coupling

The quadratic equation for \(s(t)\) and the signs of its factors come from the square root, as above.

```lean
/-- The relaxation energy `s` solves `s (s + d + t (u - w)) = (t v)²`, and both factors on the
left are nonnegative. -/
theorem relaxation_equation (d w v u t : ℝ) :
    relaxation d w v u t * (relaxation d w v u t + (d + t * (u - w))) = (t * v) ^ 2 ∧
      0 ≤ relaxation d w v u t ∧ 0 ≤ relaxation d w v u t + (d + t * (u - w)) := by
  have hR := Real.sq_sqrt
    (show 0 ≤ (d + t * u - t * w) ^ 2 + 4 * (t * v) ^ 2 by positivity)
  have h := abs_le.1 (Real.abs_le_sqrt
    (show (d + t * u - t * w) ^ 2 ≤ (d + t * u - t * w) ^ 2 + 4 * (t * v) ^ 2 by
      nlinarith [sq_nonneg (t * v)]))
  unfold relaxation lowerLevel
  refine ⟨?_, ?_, ?_⟩
  · linear_combination hR / 4
  · linarith [h.2]
  · linarith [h.1]
```

The filter `𝓝[≠] 0` means that \(t\) approaches zero from either side without reaching it. The proof obtains the limit \(d\) of \(s(t)+g(t)\) by continuity, divides \(v^2\) by it, and identifies the quotient with \(s(t)/t^2\) where \(t\neq0\) and the denominator is positive.

```lean
/-- For `d > 0` the relaxation energy divided by `t²` tends to `v² / d` at weak coupling. -/
theorem relaxation_limit {d : ℝ} (hd : 0 < d) (w v u : ℝ) :
    Tendsto (fun t => relaxation d w v u t / t ^ 2) (𝓝[≠] 0) (𝓝 (v ^ 2 / d)) := by
  have hc : Continuous (fun t => relaxation d w v u t + (d + t * (u - w))) := by
    unfold relaxation lowerLevel
    fun_prop
  have h0 : relaxation d w v u 0 + (d + 0 * (u - w)) = d := by
    simp [relaxation, lowerLevel, Real.sqrt_sq hd.le]
  have hl : Tendsto (fun t => relaxation d w v u t + (d + t * (u - w))) (𝓝[≠] 0) (𝓝 d) :=
    (hc.tendsto' 0 d h0).mono_left nhdsWithin_le_nhds
  have hlim := (tendsto_const_nhds (x := v ^ 2)).div hl hd.ne'
  refine hlim.congr' ?_
  filter_upwards [self_mem_nhdsWithin, hl.eventually (eventually_gt_nhds hd)] with t ht hp
  have ht' : t ≠ 0 := ht
  have hp' : 0 < relaxation d w v u t + (d + t * (u - w)) := hp
  show v ^ 2 / (relaxation d w v u t + (d + t * (u - w))) = relaxation d w v u t / t ^ 2
  rw [div_eq_div_iff hp'.ne' (pow_ne_zero 2 ht')]
  linear_combination -(relaxation_equation d w v u t).1
```

The next two theorems evaluate \(\mathbf l\cdot\mathbf s\) and express the excess over \(3tw\) as a difference of relaxation energies.

```lean
/-- The splitting is the lower level at coupling strength `t` minus the lower level at `-2 t`. -/
theorem pSplitting_eq (d w v u t : ℝ) :
    pSplitting d w v u t = lowerLevel d w v u t - lowerLevel d w v u (-2 * t) := by
  have h1 : 2 * t * lsValue 1 (3 / 2) = t := by unfold lsValue; ring
  have h2 : 2 * t * lsValue 1 (1 / 2) = -2 * t := by unfold lsValue; ring
  unfold pSplitting
  rw [h1, h2]

/-- The splitting minus its first-order value `3 t w` is the relaxation energy of p1/2 minus
that of p3/2. -/
theorem pSplitting_sub (d w v u t : ℝ) :
    pSplitting d w v u t - 3 * t * w =
      relaxation d w v u (-2 * t) - relaxation d w v u t := by
  rw [pSplitting_eq]
  unfold relaxation
  ring
```

For the main limit, `hm` lets the previous limit be used at \(-2t\). The factor 4 comes from \((-2t)^2=4t^2\).

```lean
/-- For `d > 0` the splitting minus `3 t w`, divided by `t²`, tends to `3 v² / d` at weak
coupling. -/
theorem pSplitting_limit {d : ℝ} (hd : 0 < d) (w v u : ℝ) :
    Tendsto (fun t => (pSplitting d w v u t - 3 * t * w) / t ^ 2) (𝓝[≠] 0)
      (𝓝 (3 * v ^ 2 / d)) := by
  have hr := relaxation_limit hd w v u
  have hm : Tendsto (fun t : ℝ => -2 * t) (𝓝[≠] 0) (𝓝[≠] 0) := by
    refine tendsto_nhdsWithin_iff.2 ⟨?_, ?_⟩
    · have h : Continuous (fun t : ℝ => -2 * t) := by fun_prop
      exact (h.tendsto' 0 0 (by simp)).mono_left nhdsWithin_le_nhds
    · filter_upwards [self_mem_nhdsWithin] with t ht
      have ht' : t ≠ 0 := ht
      show -2 * t ≠ 0
      exact mul_ne_zero (by norm_num) ht'
  -- p1/2 relaxes four times as much as p3/2 to leading order
  have h := ((hr.comp hm).const_mul 4).sub hr
  have e : 4 * (v ^ 2 / d) - v ^ 2 / d = 3 * v ^ 2 / d := by ring
  rw [e] at h
  refine h.congr fun t => ?_
  show 4 * (relaxation d w v u (-2 * t) / (-2 * t) ^ 2) - relaxation d w v u t / t ^ 2 =
    (pSplitting d w v u t - 3 * t * w) / t ^ 2
  rw [pSplitting_sub]
  ring
```

## When the splitting exceeds its first-order value

The condition \(d+2t(u-w)\ge0\) says that the second function's diagonal energy is not below the reference function's at strength \(2t\). For \(d>0\) it holds at all sufficiently small \(|t|\). The proof assumes \(r\le s\), and `nlinarith` combines the products that make up the identity above into a contradiction.

```lean
/-- At any nonzero coupling with `v ≠ 0` and `d + 2 t (u - w) ≥ 0`, the splitting is strictly
greater than its first-order value `3 t w`. -/
theorem first_order_lt_pSplitting {d w v u t : ℝ} (ht : t ≠ 0) (hv : v ≠ 0)
    (h : 0 ≤ d + 2 * t * (u - w)) : 3 * t * w < pSplitting d w v u t := by
  have hsub := pSplitting_sub d w v u t
  obtain ⟨h1, h2, -⟩ := relaxation_equation d w v u t
  obtain ⟨k1, -, k3⟩ := relaxation_equation d w v u (-2 * t)
  generalize relaxation d w v u t = s at *
  generalize relaxation d w v u (-2 * t) = r at *
  have hp : 0 < (t * v) ^ 2 := by positivity
  have hs : 0 < s := by
    by_contra hn
    have hz : s = 0 := le_antisymm (not_lt.1 hn) h2
    rw [hz] at h1
    linarith
  -- compare the quadratic equations of the two relaxation energies
  have hlt : s < r := by
    by_contra hn
    have hle : 0 ≤ s - r := sub_nonneg.2 (not_lt.1 hn)
    have hq : 0 < s + (d + 2 * t * (u - w)) := by linarith
    nlinarith [mul_nonneg hle k3, mul_nonneg hle hs.le, mul_pos hs hq]
  linarith
```

Positive \(d\), \(t\), \(w\) and \(v\) alone do not ensure an enlargement. In the following example the levels are \(2/3\) and \(-13/3\), so the splitting is 5 where first order gives 6. At \(t=1\) the reference function's diagonal energy, 2, already lies above the other one's, 1. The numbers are chosen for exact square roots and are not those of an ordinary atom: a radial spin-orbit operator that is positive everywhere requires \(wu\ge v^2\), which \(u=0\) violates. With \(u=0.3\) instead, this inequality holds and the splitting is about \(5.27\), still below 6.

```lean
/-- For `d = 1`, `w = 2`, `v = 2/3`, `u = 0` and `t = 1` the splitting is smaller than its
first-order value `3 t w`. -/
theorem pSplitting_lt_example : pSplitting 1 2 (2 / 3) 0 1 < 3 * 1 * 2 := by
  have h1 : lowerLevel 1 2 (2 / 3) 0 1 = 2 / 3 := by
    unfold lowerLevel
    rw [show ((1 + 1 * 0 - 1 * 2) ^ 2 + 4 * (1 * (2 / 3)) ^ 2 : ℝ) = (5 / 3) ^ 2 by norm_num,
      Real.sqrt_sq (by norm_num)]
    norm_num
  have h2 : lowerLevel 1 2 (2 / 3) 0 (-2 * 1) = -13 / 3 := by
    unfold lowerLevel
    rw [show ((1 + -2 * 1 * 0 - -2 * 1 * 2) ^ 2 + 4 * (-2 * 1 * (2 / 3)) ^ 2 : ℝ)
      = (17 / 3) ^ 2 by norm_num, Real.sqrt_sq (by norm_num)]
    norm_num
  rw [pSplitting_eq, h1, h2]
  norm_num

end

end SpinOrbitRadialRelaxation
```

```lean
#print axioms SpinOrbitRadialRelaxation.lowerLevel_isLeast
-- 'SpinOrbitRadialRelaxation.lowerLevel_isLeast' depends on axioms: [propext, Classical.choice, Quot.sound]
#print axioms SpinOrbitRadialRelaxation.pSplitting_limit
-- 'SpinOrbitRadialRelaxation.pSplitting_limit' depends on axioms: [propext, Classical.choice, Quot.sound]
#print axioms SpinOrbitRadialRelaxation.first_order_lt_pSplitting
-- 'SpinOrbitRadialRelaxation.first_order_lt_pSplitting' depends on axioms: [propext, Classical.choice, Quot.sound]
#print axioms SpinOrbitRadialRelaxation.pSplitting_lt_example
-- 'SpinOrbitRadialRelaxation.pSplitting_lt_example' depends on axioms: [propext, Classical.choice, Quot.sound]
```

## From scalar-relativistic orbitals to two small matrices

A scalar-relativistic calculation followed by a spin-orbit step can include this relaxation when that step diagonalises the Hamiltonian in a basis with more than one p radial function. For one electron in a spherical atom and exactly two such functions, one can evaluate the spin-orbit integrals between them, build \(H(t)\) and \(H(-2t)\), and diagonalise each. With \(d=w=v=u=1\) in a common energy unit and \(t=0.1\), a single function gives the splitting \(0.3\), and two functions give about \(0.3286\). The second-order estimate is \(0.33\). These illustrative values have \(wu=v^2\), the limiting case of two functions that are proportional to each other wherever the spin-orbit operator acts.

In this one-electron, two-function model, the limit gives the leading part of what a first-order treatment of spin-orbit coupling omits from the splitting. The model has no p shell below the reference function and no response of the mean field.

The same argument by hand extends to a shell with any \(l\ge1\), although the Lean theorems treat only \(l=1\). The strengths become \(lt\) and \(-(l+1)t\), the first-order splitting is \((2l+1)tw\), and the excess divided by \(t^2\) tends to \([(l+1)^2-l^2]\,v^2/d=(2l+1)v^2/d\).
